# Linear charge spreading on a one-dimensional grid keeps charge and dipole exact but lets the second moment vary with position

## A point charge between grid nodes

A particle-mesh simulation assigns each point charge to nearby grid nodes before it solves for the potential on the grid. Linear spreading divides the charge between the two nodes that enclose the particle, and the nearer node gets the larger share.

The total charge and the position of its centre survive this step exactly. The width of the spread charge does not: it is zero when the particle sits on a node and largest when the particle is midway between two nodes. In a curved potential the energy therefore changes with the particle's position relative to the grid. This is a simple form of the egg-box effect, also met in real-space electronic structure calculations; here it is worked out for one point charge in a given quadratic potential in one dimension.

## Moments, energy and a lower bound

Measure lengths in units of the grid spacing, so that the nodes are the integers j, and let t be the particle's position. Write n = ⌊t⌋ for the node at or just below the particle and s = t − n for the fractional part, so that 0 ≤ s < 1. The spreading function is the hat

w(x) = max(0, 1 − |x|),

and node j receives the charge w(j − t). The moments about the particle are

Σ_j w(j − t) = 1

Σ_j (j − t) w(j − t) = 0

Σ_j (j − t)² w(j − t) = s(1 − s).

In Lean, w is `hat`, the grid is `ℤ`, n is `⌊t⌋` and s is `Int.fract t`. The theorem `hat_moments` states the three sums with `HasSum`, which says that the series converges to the given value whatever the order of its terms. The second moment is the one-dimensional stand-in for a quadrupole; no traceless tensor appears.

Three further theorems build on this:

- `ripple_range` says that s(1 − s) lies between 0 and 1/4, is 0 exactly when s = 0, and is 1/4 exactly when s = 1/2.
- `eggbox_energy` restores a grid spacing h and takes a charge q at R in the potential a + bx + cx². The grid energy is the exact energy plus q c h² s(1 − s), where s is now the fractional part of R/h. The theorem assumes only h ≠ 0; a physical spacing is positive.
- `ripple_isLeast` says that s(1 − s) is the least second moment about t among all nonnegative node weights with unit charge and zero dipole about t.

The potential is external and prescribed. The energy theorem covers neither the field that the spread charge produces itself nor potentials beyond quadratic order. Nonnegativity in the last theorem means that no node receives charge of the opposite sign. It is a real restriction: quadratic interpolation weights on three nodes, which can be negative, have zero second moment.

## Convergent sums or total values

The moments could also have been written as equations for Lean's infinite sum `∑'`. That operation returns 0 for a series that does not converge, so an equation with value 0, such as the one for the dipole, would not show by itself that the series converges. For the hat, a separate statement of summability is a small addition, since at most two terms are nonzero. For `ripple_isLeast` it would change the result. Weights with long tails can have unit charge and zero dipole but a divergent second moment; `∑'` would record that moment as 0, and s(1 − s) would no longer be the minimum when s > 0. With `HasSum`, such weights are left out.

## Two nodes carry all the charge

The node n lies at n − t = −s, so its weight is

w(−s) = 1 − s.

The node n + 1 lies at n + 1 − t = 1 − s, so its weight is

w(1 − s) = 1 − (1 − s) = s.

If j ≤ n − 1, then t − j ≥ 1 + s ≥ 1. If j ≥ n + 2, then j − t ≥ 2 − s > 1. In both cases w(j − t) = 0. For any grid function g this gives

Σ_j g(j) w(j − t) = (1 − s) g(n) + s g(n + 1),

which is linear interpolation of g at t. The choices g(j) = 1, j − t and (j − t)² yield

(1 − s) + s = 1

(1 − s)(−s) + s(1 − s) = 0

(1 − s)s² + s(1 − s)² = s(1 − s)[s + (1 − s)] = s(1 − s).

The range of the second moment follows from

1/4 − s(1 − s) = (s − 1/2)².

The right side is nonnegative and vanishes only at s = 1/2. The product s(1 − s) is nonnegative because both factors are, and it vanishes only at s = 0, since s = 1 is excluded.

## The energy ripple in a quadratic potential

Set t = R/h. Node j sits at jh = R + h(j − t), where the potential is

a + bR + cR² + (b + 2cR) h (j − t) + c h² (j − t)².

Multiply by q w(j − t) and sum over j. The constant part gives the exact energy because the charge is 1, the linear part drops out because the dipole is 0, and the quadratic part leaves

q c h² s(1 − s).

## Why nonnegative weights cannot do better

Let p_j ≥ 0 be any weights with Σ_j p_j = 1 and Σ_j (j − t) p_j = 0, and let their second moment converge to Q. No integer lies strictly between n and n + 1, so for every integer j

(j − n)(j − n − 1) ≥ 0.

Put u = j − t. Then j − n = u + s, and the inequality becomes

(u + s)(u + s − 1) ≥ 0,

that is,

u² ≥ s(1 − s) + (1 − 2s)u.

Multiplying by p_j keeps the direction of the inequality. Summing over j gives

Q ≥ s(1 − s) · 1 + (1 − 2s) · 0 = s(1 − s).

The hat weights satisfy all the conditions and reach this value.

## The Lean file

```lean
import Mathlib

namespace EggBoxLinearSpreading

noncomputable section

/-- The hat function `w(x) = max(0, 1 - |x|)` that spreads a point charge over a grid of
unit spacing. -/
def hat (x : ℝ) : ℝ := max 0 (1 - |x|)

/-- The grid node at or just below the particle receives the fraction `1 - s` of the charge, where
`s` is the fractional part of the position. -/
theorem hat_left (t : ℝ) : hat ((⌊t⌋ : ℝ) - t) = 1 - Int.fract t := by
  have h0 := Int.fract_nonneg t
  have h1 := Int.fract_lt_one t
  have e : (⌊t⌋ : ℝ) - t = -Int.fract t := by linarith [Int.floor_add_fract t]
  have h2 : 0 ≤ 1 - Int.fract t := by linarith
  rw [hat, e, abs_neg, abs_of_nonneg h0, max_eq_right h2]

/-- The first grid node above the particle receives the fraction `s` of the charge, where `s` is the
fractional part of the position. -/
theorem hat_right (t : ℝ) : hat (((⌊t⌋ + 1 : ℤ) : ℝ) - t) = Int.fract t := by
  have h0 := Int.fract_nonneg t
  have h1 := Int.fract_lt_one t
  have e : ((⌊t⌋ + 1 : ℤ) : ℝ) - t = 1 - Int.fract t := by
    push_cast
    linarith [Int.floor_add_fract t]
  have h2 : 0 ≤ 1 - Int.fract t := by linarith
  have h3 : 1 - (1 - Int.fract t) = Int.fract t := by ring
  rw [hat, e, abs_of_nonneg h2, h3, max_eq_right h0]

/-- Grid nodes other than `⌊t⌋` and `⌊t⌋ + 1` receive no charge. -/
theorem hat_far (t : ℝ) (j : ℤ) (h0 : j ≠ ⌊t⌋) (h1 : j ≠ ⌊t⌋ + 1) :
    hat ((j : ℝ) - t) = 0 := by
  unfold hat
  apply max_eq_left
  have hj : j + 1 ≤ ⌊t⌋ ∨ ⌊t⌋ + 2 ≤ j := by omega
  rcases hj with h | h
  · have h' : (j : ℝ) + 1 ≤ (⌊t⌋ : ℝ) := by exact_mod_cast h
    linarith [neg_le_abs ((j : ℝ) - t), Int.floor_le t]
  · have h' : (⌊t⌋ : ℝ) + 2 ≤ (j : ℝ) := by exact_mod_cast h
    linarith [le_abs_self ((j : ℝ) - t), Int.lt_floor_add_one t]

/-- Summed against the spread charge, any grid function `g` gives its linear interpolation
between the two nodes that enclose the particle. -/
theorem hasSum_spread (t : ℝ) (g : ℤ → ℝ) :
    HasSum (fun j : ℤ => g j * hat ((j : ℝ) - t))
      ((1 - Int.fract t) * g ⌊t⌋ + Int.fract t * g (⌊t⌋ + 1)) := by
  have hne : ⌊t⌋ ≠ ⌊t⌋ + 1 := by omega
  -- at most two terms of the series are nonzero
  have h : HasSum (fun j : ℤ => g j * hat ((j : ℝ) - t))
      (∑ j ∈ ({⌊t⌋, ⌊t⌋ + 1} : Finset ℤ), g j * hat ((j : ℝ) - t)) := by
    apply hasSum_sum_of_ne_finset_zero
    intro j hj
    simp only [Finset.mem_insert, Finset.mem_singleton, not_or] at hj
    show g j * hat ((j : ℝ) - t) = 0
    rw [hat_far t j hj.1 hj.2, mul_zero]
  rw [Finset.sum_pair hne, hat_left t, hat_right t] at h
  convert h using 1
  ring

/-- Moments of linear charge spreading about the particle position `t`: the total charge is 1,
the dipole is 0, and the second moment is `s (1 - s)` with `s` the fractional part of `t`. -/
theorem hat_moments (t : ℝ) :
    HasSum (fun j : ℤ => hat ((j : ℝ) - t)) 1 ∧
    HasSum (fun j : ℤ => ((j : ℝ) - t) * hat ((j : ℝ) - t)) 0 ∧
    HasSum (fun j : ℤ => ((j : ℝ) - t) ^ 2 * hat ((j : ℝ) - t))
      (Int.fract t * (1 - Int.fract t)) := by
  have hn : (⌊t⌋ : ℝ) = t - Int.fract t := by linarith [Int.floor_add_fract t]
  refine ⟨?_, ?_, ?_⟩
  · have h := hasSum_spread t (fun _ => 1)
    simpa only [one_mul, mul_one, sub_add_cancel] using h
  · convert hasSum_spread t (fun j => (j : ℝ) - t) using 1
    push_cast
    rw [hn]
    ring
  · convert hasSum_spread t (fun j => ((j : ℝ) - t) ^ 2) using 1
    push_cast
    rw [hn]
    ring

/-- With `s` the fractional part of `t`, the second moment `s (1 - s)` lies between 0 and 1/4; it is
0 exactly when `s = 0`, and 1/4 exactly when `s = 1/2`. -/
theorem ripple_range (t : ℝ) :
    0 ≤ Int.fract t * (1 - Int.fract t) ∧
    Int.fract t * (1 - Int.fract t) ≤ 1 / 4 ∧
    (Int.fract t * (1 - Int.fract t) = 0 ↔ Int.fract t = 0) ∧
    (Int.fract t * (1 - Int.fract t) = 1 / 4 ↔ Int.fract t = 1 / 2) := by
  have h0 := Int.fract_nonneg t
  have h1 := Int.fract_lt_one t
  refine ⟨mul_nonneg h0 (by linarith), ?_, ?_, ?_⟩
  · nlinarith [sq_nonneg (Int.fract t - 1 / 2)]
  · constructor
    · intro h
      rcases mul_eq_zero.1 h with h | h
      · exact h
      · linarith
    · intro h
      rw [h, zero_mul]
  · constructor
    · intro h
      have h2 : (Int.fract t - 1 / 2) ^ 2 = 0 := by linear_combination -h
      have h3 : Int.fract t - 1 / 2 = 0 := pow_eq_zero_iff (two_ne_zero) |>.1 h2
      linarith
    · intro h
      rw [h]
      norm_num

/-- Egg-box energy: for a charge `q` at `R` in the potential `a + b x + c x²`, spread linearly
on a grid of spacing `h`, the grid energy is the exact energy plus `q c h² s (1 - s)`, with `s`
the fractional part of `R / h`. -/
theorem eggbox_energy (q a b c R h : ℝ) (hh : h ≠ 0) :
    HasSum (fun j : ℤ => q * (a + b * (j * h) + c * (j * h) ^ 2) * hat ((j : ℝ) - R / h))
      (q * (a + b * R + c * R ^ 2)
        + q * c * h ^ 2 * (Int.fract (R / h) * (1 - Int.fract (R / h)))) := by
  -- measure the position in units of the grid spacing
  obtain ⟨t, rfl⟩ : ∃ t, R = h * t := ⟨R / h, by field_simp⟩
  have ht : h * t / h = t := by field_simp
  have hn : (⌊t⌋ : ℝ) = t - Int.fract t := by linarith [Int.floor_add_fract t]
  rw [ht]
  convert hasSum_spread t (fun j => q * (a + b * (j * h) + c * (j * h) ^ 2)) using 1
  push_cast
  rw [hn]
  ring

/-- Among all nonnegative grid weights with unit charge and zero dipole about `t`, the least
possible second moment about `t` is `s (1 - s)`, with `s` the fractional part of `t`. -/
theorem ripple_isLeast (t : ℝ) :
    IsLeast {Q : ℝ | ∃ p : ℤ → ℝ, (∀ j, 0 ≤ p j) ∧ HasSum p 1 ∧
        HasSum (fun j : ℤ => ((j : ℝ) - t) * p j) 0 ∧
        HasSum (fun j : ℤ => ((j : ℝ) - t) ^ 2 * p j) Q}
      (Int.fract t * (1 - Int.fract t)) := by
  obtain ⟨m0, m1, m2⟩ := hat_moments t
  constructor
  · -- the hat weights attain the value
    exact ⟨fun j => hat ((j : ℝ) - t), fun j => le_max_left _ _, m0, m1, m2⟩
  · rintro Q ⟨p, hp, h0, h1, h2⟩
    have hn : (⌊t⌋ : ℝ) = t - Int.fract t := by linarith [Int.floor_add_fract t]
    have hpt : ∀ j : ℤ, Int.fract t * (1 - Int.fract t) * p j
        + (1 - 2 * Int.fract t) * (((j : ℝ) - t) * p j) ≤ ((j : ℝ) - t) ^ 2 * p j := by
      intro j
      -- no integer lies strictly between two neighbouring nodes
      have hk : 0 ≤ (j - ⌊t⌋) * (j - ⌊t⌋ - 1) := by
        rcases le_or_gt j ⌊t⌋ with h | h
        · have e1 : 0 ≤ ⌊t⌋ - j := by omega
          have e2 : 0 ≤ ⌊t⌋ - j + 1 := by omega
          nlinarith [mul_nonneg e1 e2]
        · exact mul_nonneg (by omega) (by omega)
      have hk' : (0 : ℝ) ≤ ((j : ℝ) - (⌊t⌋ : ℝ)) * ((j : ℝ) - (⌊t⌋ : ℝ) - 1) := by
        exact_mod_cast hk
      rw [hn] at hk'
      nlinarith [mul_nonneg hk' (hp j)]
    have hL := (h0.mul_left (Int.fract t * (1 - Int.fract t))).add
      (h1.mul_left (1 - 2 * Int.fract t))
    have hfin := hasSum_le hpt hL h2
    linarith

end

end EggBoxLinearSpreading
```

```lean
#print axioms EggBoxLinearSpreading.hat_moments
#print axioms EggBoxLinearSpreading.ripple_range
#print axioms EggBoxLinearSpreading.eggbox_energy
#print axioms EggBoxLinearSpreading.ripple_isLeast
```

```
'EggBoxLinearSpreading.hat_moments' depends on axioms: [propext, Classical.choice, Quot.sound]
'EggBoxLinearSpreading.ripple_range' depends on axioms: [propext, Classical.choice, Quot.sound]
'EggBoxLinearSpreading.eggbox_energy' depends on axioms: [propext, Classical.choice, Quot.sound]
'EggBoxLinearSpreading.ripple_isLeast' depends on axioms: [propext, Classical.choice, Quot.sound]
```

## From node weights to the minimum in Lean

The lemmas `hat_left`, `hat_right` and `hat_far` compute the node weights. The first two rewrite the distance in terms of s and then evaluate the absolute value and the maximum. In `hat_far`, `omega` turns "neither n nor n + 1" into the two cases j + 1 ≤ n and n + 2 ≤ j, and `linarith` shows that the distance is at least 1 in each.

The interpolation formula is `hasSum_spread`. Its main step, `hasSum_sum_of_ne_finset_zero`, reduces the series to a finite sum over the two enclosing nodes, because every other term is zero. `Finset.sum_pair` writes that sum out, and the two weight lemmas fill in the values.

Each part of `hat_moments` applies `hasSum_spread` to one choice of g. For the dipole and the second moment, the proof replaces n by t − s and leaves the polynomial identity to `ring`. The proof of `eggbox_energy` works in the same way: it writes R = h t and interpolates the whole potential at once, where the derivation above expands it about R. In `ripple_range`, the upper bound and the case of equality both use the square (s − 1/2)².

The proof of `ripple_isLeast` has two halves. The hat weights show that the value is attained, with `hat_moments` supplying the three sums. For the lower bound, `hk` is the integer inequality (j − n)(j − n − 1) ≥ 0, proved separately for j ≤ n and j > n, and `hk'` is the same inequality in the reals. Multiplied by p_j, it gives the termwise bound `hpt`. The sum of the smaller side, `hL`, is assembled from the charge and dipole conditions, and `hasSum_le` carries the termwise bound over to the sums.
